# The spherical Bessel transform of the Slater orbital r^l exp(−ζr) is a rational function of k

The spherical Bessel functions are fixed by

j_0(x) = sin(x)/x,  j_1(x) = sin(x)/x² − cos(x)/x,
j_(l+2)(x) = (2l+3)/x · j_(l+1)(x) − j_l(x),

with l = 0, 1, 2, … the angular momentum. The radial orbital is r^l exp(−ζr), where r is the distance from the nucleus and ζ the orbital exponent. Its transform at wavenumber k carries the volume weight r²:

∫₀^∞ r^(l+2) j_l(kr) exp(−ζr) dr = 2ζ(2k)^l (l+1)!/(k²+ζ²)^(l+2), for k, ζ > 0.

For l = 0 this is 2ζ/(k²+ζ²)², the s case; for l = 1 it is 8ζk/(k²+ζ²)³, the p case. The orbital is unnormalised. Multiplying by (2ζ)^(l+3/2)/√((2l+2)!) normalises it, and a further factor √(2/π) gives a momentum-space radial function normalised with weight k².

```lean
import Mathlib

open MeasureTheory Set Filter Topology

namespace SlaterBesselTransform

noncomputable section
```

In Lean, `sphericalBessel` takes l as a natural number and x as a real number.

```lean
/-- The spherical Bessel functions `j_l(x)` for `x ≠ 0`, from `j_0`, `j_1` and the three-term
recurrence. At `x = 0` division by zero gives the value `0`, also for `j_0`. -/
def sphericalBessel : ℕ → ℝ → ℝ
  | 0, x => Real.sin x / x
  | 1, x => Real.sin x / x ^ 2 - Real.cos x / x
  | l + 2, x => (2 * (l : ℝ) + 3) / x * sphericalBessel (l + 1) x - sphericalBessel l x
```

The derivation works with u_l(x) = x^(l+1) j_l(x), which needs no division. Multiplying the recurrence by x^(l+3) gives

u_0 = sin x,  u_1 = sin x − x cos x,  u_(l+2) = (2l+3)u_(l+1) − x² u_l.

```lean
/-- The regular functions `u_l`, given by a recurrence without division. -/
def regularBessel : ℕ → ℝ → ℝ
  | 0, x => Real.sin x
  | 1, x => Real.sin x - x * Real.cos x
  | l + 2, x => (2 * (l : ℝ) + 3) * regularBessel (l + 1) x - x ^ 2 * regularBessel l x
```

## ζ > 0: a bound orbital with an exponential tail

Physically, ζ > 0 says that the orbital decays. By hand, it makes the Laplace integral

L[f](s) = ∫₀^∞ f(x) exp(−sx) dx, with s = ζ/k > 0,

converge, and it removes the boundary term at infinity when one integrates by parts:

L[f′](s) = s L[f](s) − f(0).

Without it the integral is lost: at ζ = 0 the integrand oscillates with an amplitude growing as r^(l+1), and for ζ < 0 it grows exponentially.

In the proof, `SlowGrowth` collects what is needed of f: continuity, and decay of x^n f(x) exp(−sx) for every n and every s > 0. Sine and cosine qualify because they are bounded, and the next two lemmas carry the property to every u_l.

```lean
/-- A continuous function that, times any power, is damped to zero by every decaying
exponential. -/
structure SlowGrowth (f : ℝ → ℝ) : Prop where
  cont : Continuous f
  decay : ∀ (n : ℕ) (s : ℝ), 0 < s →
    Tendsto (fun x => x ^ n * f x * Real.exp (-s * x)) atTop (𝓝 0)

/-- Continuous functions bounded by one grow slowly. -/
theorem SlowGrowth.of_bounded {f : ℝ → ℝ} (hc : Continuous f) (hb : ∀ x, |f x| ≤ 1) :
    SlowGrowth f := by
  refine ⟨hc, fun n s hs => ?_⟩
  have h : Tendsto (fun x : ℝ => x ^ n * Real.exp (-s * x)) atTop (𝓝 0) := by
    simpa only [Real.rpow_natCast] using
      tendsto_rpow_mul_exp_neg_mul_atTop_nhds_zero (n : ℝ) s hs
  refine squeeze_zero_norm' ?_ h
  filter_upwards [eventually_ge_atTop (0 : ℝ)] with x hx
  have hbx := hb x
  rw [Real.norm_eq_abs, abs_mul, abs_mul, abs_of_nonneg (pow_nonneg hx n), Real.abs_exp]
  calc x ^ n * |f x| * Real.exp (-s * x) ≤ x ^ n * 1 * Real.exp (-s * x) := by gcongr
    _ = x ^ n * Real.exp (-s * x) := by ring

/-- Slow growth survives linear combination and multiplication by powers. -/
theorem SlowGrowth.comb {f g : ℝ → ℝ} (a b : ℝ) (m : ℕ) (hf : SlowGrowth f)
    (hg : SlowGrowth g) : SlowGrowth (fun x => a * f x + b * x ^ m * g x) := by
  have hfc := hf.cont
  have hgc := hg.cont
  refine ⟨by fun_prop, fun n s hs => ?_⟩
  have h := ((hf.decay n s hs).const_mul a).add ((hg.decay (n + m) s hs).const_mul b)
  rw [mul_zero, mul_zero, add_zero] at h
  refine h.congr fun x => ?_
  show a * (x ^ n * f x * Real.exp (-s * x)) + b * (x ^ (n + m) * g x * Real.exp (-s * x))
    = x ^ n * (a * f x + b * x ^ m * g x) * Real.exp (-s * x)
  ring
```

For convergence, the exponential is split in two: one factor exp(−sx/2) keeps f bounded at large x, and the other makes the product integrable.

```lean
/-- The Laplace integral of a slowly growing function converges. -/
theorem SlowGrowth.integrable {f : ℝ → ℝ} (hf : SlowGrowth f) {s : ℝ} (hs : 0 < s) :
    IntegrableOn (fun x => f x * Real.exp (-s * x)) (Ioi 0) := by
  have hc := hf.cont
  refine integrable_of_isBigO_exp_neg (b := s / 2) (by positivity)
    (Continuous.continuousOn (by fun_prop)) ?_
  -- half of the exponential tames `f`, the other half gives the decay
  have h := ((hf.decay 0 (s / 2) (by positivity)).isBigO_one ℝ).mul
    (Asymptotics.isBigO_refl (fun x : ℝ => Real.exp (-(s / 2) * x)) atTop)
  refine h.congr (fun x => ?_) (fun x => one_mul _)
  show x ^ 0 * f x * Real.exp (-(s / 2) * x) * Real.exp (-(s / 2) * x)
    = f x * Real.exp (-s * x)
  have e : Real.exp (-s * x) = Real.exp (-(s / 2) * x) * Real.exp (-(s / 2) * x) := by
    rw [← Real.exp_add]
    congr 1
    ring
  rw [e]
  ring
```

The proof turns on Mathlib's `integral_Ioi_of_hasDerivAt_of_tendsto'`, the fundamental theorem of calculus on a half-line. Given a function F with a derivative at every point of [a, ∞), an integrable derivative, and a limit m at infinity, it returns ∫ F′ = m − F(a). Here F(x) = f(x) exp(−sx), a = 0 and m = 0, so

∫₀^∞ [f′(x) − s f(x)] exp(−sx) dx = −f(0).

Integrability has to be supplied separately, which is the task of the preceding lemma. The derivative is also required at the endpoint 0, and this is where the division-free u_l are convenient.

```lean
/-- The Laplace transform of a derivative is `s` times the transform of the function, minus
its value at the origin. -/
theorem laplace_deriv {f d : ℝ → ℝ} (hf : SlowGrowth f) (hd : SlowGrowth d)
    (h : ∀ x, HasDerivAt f (d x) x) {s : ℝ} (hs : 0 < s) :
    ∫ x in Ioi (0 : ℝ), d x * Real.exp (-s * x)
      = s * (∫ x in Ioi (0 : ℝ), f x * Real.exp (-s * x)) - f 0 := by
  have hi := (hf.integrable hs).const_mul s
  have hlim : Tendsto (fun x => f x * Real.exp (-s * x)) atTop (𝓝 0) := by
    simpa only [pow_zero, one_mul] using hf.decay 0 s hs
  have key := integral_Ioi_of_hasDerivAt_of_tendsto' (a := (0 : ℝ)) (m := (0 : ℝ))
    (f := fun x => f x * Real.exp (-s * x))
    (f' := fun x => d x * Real.exp (-s * x) - s * (f x * Real.exp (-s * x)))
    (fun x _ => by
      have he : HasDerivAt (fun y => Real.exp (-s * y)) (Real.exp (-s * x) * (-s)) x :=
        (((hasDerivAt_id' x).const_mul (-s)).exp).congr_deriv (by ring)
      exact ((h x).fun_mul he).congr_deriv (by ring))
    (Integrable.sub (hd.integrable hs) hi) hlim
  rw [integral_sub (hd.integrable hs) hi, integral_const_mul] at key
  simp only [mul_zero, Real.exp_zero, mul_one] at key
  linarith
```

## The power r^l: the lowest Slater function for each l

The exponent of r is tied to the angular momentum, as in the 1s, 2p and 3d Slater functions. By hand, this makes the integrand proportional to x u_l(x) exp(−sx) with x = kr, since x^(l+2) j_l(x) = x u_l(x).

```lean
/-- Away from the origin, `u_l(x) = x^(l+1) j_l(x)`. -/
theorem pow_mul_sphericalBessel {x : ℝ} (hx : x ≠ 0) :
    ∀ l, x ^ (l + 1) * sphericalBessel l x = regularBessel l x
  | 0 => by
    show x ^ (0 + 1) * (Real.sin x / x) = Real.sin x
    field_simp
    ring
  | 1 => by
    show x ^ (1 + 1) * (Real.sin x / x ^ 2 - Real.cos x / x) = Real.sin x - x * Real.cos x
    field_simp
  | l + 2 => by
    show x ^ (l + 2 + 1) * ((2 * (l : ℝ) + 3) / x * sphericalBessel (l + 1) x
      - sphericalBessel l x)
      = (2 * (l : ℝ) + 3) * regularBessel (l + 1) x - x ^ 2 * regularBessel l x
    rw [← pow_mul_sphericalBessel hx (l + 1), ← pow_mul_sphericalBessel hx l]
    field_simp
    ring
```

Two ladder relations then close the calculation:

u_(l+1)′ = x u_l,  (x u_l)′ = (2l+2)u_l − u_(l+1).

For l = 0 they read (sin x − x cos x)′ = x sin x and (x sin x)′ = sin x + x cos x = 2u_0 − u_1. If they hold at l, then at l+1

u_(l+2)′ = (2l+3)x u_l − x u_l − x[(2l+2)u_l − u_(l+1)] = x u_(l+1),
(x u_(l+1))′ = u_(l+1) + x² u_l = (2l+4)u_(l+1) − u_(l+2).

The Lean induction differentiates the same products and leaves the algebra to `ring`.

```lean
/-- The ladder relations `u_(l+1)' = x u_l` and `(x u_l)' = (2l+2) u_l - u_(l+1)`. -/
theorem regularBessel_ladder (l : ℕ) : ∀ x : ℝ,
    HasDerivAt (regularBessel (l + 1)) (x * regularBessel l x) x ∧
    HasDerivAt (fun y => y * regularBessel l y)
      ((2 * (l : ℝ) + 2) * regularBessel l x - regularBessel (l + 1) x) x := by
  induction l with
  | zero =>
    intro x
    constructor
    · show HasDerivAt (fun y => Real.sin y - y * Real.cos y) (x * Real.sin x) x
      exact ((Real.hasDerivAt_sin x).fun_sub
        ((hasDerivAt_id' x).fun_mul (Real.hasDerivAt_cos x))).congr_deriv (by ring)
    · show HasDerivAt (fun y => y * Real.sin y)
        ((2 * ((0 : ℕ) : ℝ) + 2) * Real.sin x - (Real.sin x - x * Real.cos x)) x
      exact ((hasDerivAt_id' x).fun_mul (Real.hasDerivAt_sin x)).congr_deriv
        (by push_cast; ring)
  | succ l ih =>
    intro x
    obtain ⟨h1, h2⟩ := ih x
    constructor
    · have h := (h1.const_mul (2 * (l : ℝ) + 3)).fun_sub ((hasDerivAt_id' x).fun_mul h2)
      refine (h.congr_of_eventuallyEq (Eventually.of_forall fun y => ?_)).congr_deriv (by ring)
      show (2 * (l : ℝ) + 3) * regularBessel (l + 1) y - y ^ 2 * regularBessel l y
        = (2 * (l : ℝ) + 3) * regularBessel (l + 1) y - y * (y * regularBessel l y)
      ring
    · refine ((hasDerivAt_id' x).fun_mul h1).congr_deriv ?_
      show _ = (2 * ((l + 1 : ℕ) : ℝ) + 2) * regularBessel (l + 1) x
        - ((2 * (l : ℝ) + 3) * regularBessel (l + 1) x - x ^ 2 * regularBessel l x)
      push_cast
      ring
```

The functions u_l and x u_l also grow slowly, and they vanish at the origin, so the term f(0) drops out. The induction carries two neighbouring values of l, as the three-term recurrence demands.

```lean
/-- Each `u_l` grows slowly, so does `x u_l`, and `u_l` vanishes at the origin. -/
theorem regularBessel_regular : ∀ l, SlowGrowth (regularBessel l) ∧
    SlowGrowth (fun x => x * regularBessel l x) ∧ regularBessel l 0 = 0 := by
  have hmul : ∀ {f : ℝ → ℝ}, SlowGrowth f → SlowGrowth (fun x => x * f x) := by
    intro f hf
    simpa using SlowGrowth.comb 0 1 1 hf hf
  have hsin := SlowGrowth.of_bounded Real.continuous_sin Real.abs_sin_le_one
  have hcos := SlowGrowth.of_bounded Real.continuous_cos Real.abs_cos_le_one
  have main : ∀ l, (SlowGrowth (regularBessel l) ∧ regularBessel l 0 = 0) ∧
      (SlowGrowth (regularBessel (l + 1)) ∧ regularBessel (l + 1) 0 = 0) := by
    intro l
    induction l with
    | zero =>
      refine ⟨⟨hsin, Real.sin_zero⟩, ?_, ?_⟩
      · have e : regularBessel (0 + 1)
            = fun x => 1 * Real.sin x + (-1) * x ^ 1 * Real.cos x := by
          funext x
          show Real.sin x - x * Real.cos x = _
          ring
        rw [e]
        exact SlowGrowth.comb 1 (-1) 1 hsin hcos
      · show Real.sin 0 - 0 * Real.cos 0 = 0
        simp
    | succ l ih =>
      refine ⟨ih.2, ?_, ?_⟩
      · have e : regularBessel (l + 1 + 1) = fun x => (2 * (l : ℝ) + 3) *
            regularBessel (l + 1) x + (-1) * x ^ 2 * regularBessel l x := by
          funext x
          show (2 * (l : ℝ) + 3) * regularBessel (l + 1) x - x ^ 2 * regularBessel l x = _
          ring
        rw [e]
        exact SlowGrowth.comb _ (-1) 2 ih.2.1 ih.1.1
      · show (2 * (l : ℝ) + 3) * regularBessel (l + 1) 0 - 0 ^ 2 * regularBessel l 0 = 0
        rw [ih.2.2, ih.1.2]
        ring
  exact fun l => ⟨(main l).1.1, hmul (main l).1.1, (main l).1.2⟩
```

Transforming both ladder relations gives

L[x u_l] = s L[u_(l+1)],
(2l+2)L[u_l] − L[u_(l+1)] = s L[x u_l],

and eliminating L[x u_l] leaves (1+s²)L[u_(l+1)] = (2l+2)L[u_l]. The start comes from L[cos] = s L[sin] and −L[sin] = s L[cos] − 1, so L[sin] = 1/(1+s²). Hence

L[u_l] = 2^l l!/(1+s²)^(l+1).

In Lean, `linear_combination` performs both eliminations.

```lean
/-- The Laplace transform of `u_l` is `2^l l! / (1 + s²)^(l+1)`. -/
theorem laplace_regularBessel {s : ℝ} (hs : 0 < s) (l : ℕ) :
    ∫ x in Ioi (0 : ℝ), regularBessel l x * Real.exp (-s * x)
      = 2 ^ l * (l.factorial : ℝ) / (1 + s ^ 2) ^ (l + 1) := by
  have hD : (1 + s ^ 2 : ℝ) ≠ 0 := by positivity
  induction l with
  | zero =>
    show ∫ x in Ioi (0 : ℝ), Real.sin x * Real.exp (-s * x) = _
    have hsin := SlowGrowth.of_bounded Real.continuous_sin Real.abs_sin_le_one
    have hcos := SlowGrowth.of_bounded Real.continuous_cos Real.abs_cos_le_one
    have hneg : SlowGrowth (fun x => -Real.sin x) :=
      SlowGrowth.of_bounded Real.continuous_sin.neg
        (fun x => by rw [abs_neg]; exact Real.abs_sin_le_one x)
    have h1 := laplace_deriv hsin hcos Real.hasDerivAt_sin hs
    have h2 := laplace_deriv hcos hneg Real.hasDerivAt_cos hs
    have hn : ∫ x in Ioi (0 : ℝ), -Real.sin x * Real.exp (-s * x)
        = -∫ x in Ioi (0 : ℝ), Real.sin x * Real.exp (-s * x) := by
      rw [← integral_neg]
      congr 1
      funext x
      ring
    rw [hn, Real.cos_zero] at h2
    rw [Real.sin_zero] at h1
    rw [eq_div_iff (by positivity)]
    simp only [pow_zero, Nat.factorial_zero, Nat.cast_one, zero_add, pow_one, mul_one]
    linear_combination -h2 - s * h1
  | succ l ih =>
    obtain ⟨hu, hxu, -⟩ := regularBessel_regular l
    obtain ⟨hv, -, hv0⟩ := regularBessel_regular (l + 1)
    have hd : SlowGrowth
        (fun x => (2 * (l : ℝ) + 2) * regularBessel l x - regularBessel (l + 1) x) := by
      have e : (fun x => (2 * (l : ℝ) + 2) * regularBessel l x - regularBessel (l + 1) x)
          = fun x => (2 * (l : ℝ) + 2) * regularBessel l x
            + (-1) * x ^ 0 * regularBessel (l + 1) x := by
        funext x
        ring
      rw [e]
      exact SlowGrowth.comb _ (-1) 0 hu hv
    -- transform both ladder relations and eliminate the transform of `x u_l`
    have h1 := laplace_deriv hv hxu (fun x => (regularBessel_ladder l x).1) hs
    have h2 := laplace_deriv hxu hd (fun x => (regularBessel_ladder l x).2) hs
    have hsplit : ∫ x in Ioi (0 : ℝ), ((2 * (l : ℝ) + 2) * regularBessel l x
          - regularBessel (l + 1) x) * Real.exp (-s * x)
        = (2 * (l : ℝ) + 2) * (∫ x in Ioi (0 : ℝ), regularBessel l x * Real.exp (-s * x))
          - ∫ x in Ioi (0 : ℝ), regularBessel (l + 1) x * Real.exp (-s * x) := by
      rw [← integral_const_mul, ← integral_sub ((hu.integrable hs).const_mul _)
        (hv.integrable hs)]
      congr 1
      funext x
      ring
    rw [hsplit, ih] at h2
    rw [hv0] at h1
    have hrec : (∫ x in Ioi (0 : ℝ), regularBessel (l + 1) x * Real.exp (-s * x))
        * (1 + s ^ 2)
        = (2 * (l : ℝ) + 2) * (2 ^ l * (l.factorial : ℝ) / (1 + s ^ 2) ^ (l + 1)) := by
      linear_combination -h2 - s * h1
    apply mul_right_cancel₀ hD
    rw [hrec, Nat.factorial_succ]
    push_cast
    field_simp
    ring
```

With another power of r the closed form changes. For the 2s function r exp(−ζr), differentiating the s result with respect to −ζ gives (6ζ²−2k²)/(k²+ζ²)³, which changes sign in k.

## k > 0: a nonzero wavenumber sets the length scale

Here k is the magnitude of the wavevector. By hand, k > 0 permits the substitution x = kr. The first ladder relation gives

L[x u_l](s) = s · 2^(l+1)(l+1)!/(1+s²)^(l+2),

and the substitution gives

k^(l+2) ∫₀^∞ r^(l+2) j_l(kr) exp(−ζr) dr = (1/k) L[x u_l](ζ/k).

Since 1+(ζ/k)² = (k²+ζ²)/k², the right side equals 2^(l+1) ζ (l+1)! k^(2l+2)/(k²+ζ²)^(l+2). Dividing by k^(l+2) gives the stated result.

The proof uses k > 0 in `integral_comp_mul_left_Ioi`, in replacing u_l by j_l at kr ≠ 0, and in the final cancellation. At k = 0 the s formula is physically correct with j_0(0) = 1, but Lean evaluates sin(0)/0 as 0, so the formal equation would fail there.

```lean
/-- The spherical Bessel transform of the Slater orbital `r^l exp(-ζr)`, for every angular momentum
`l`. -/
theorem slater_transform {k ζ : ℝ} (hk : 0 < k) (hζ : 0 < ζ) (l : ℕ) :
    ∫ r in Ioi (0 : ℝ), r ^ (l + 2) * sphericalBessel l (k * r) * Real.exp (-ζ * r)
      = 2 * ζ * (2 * k) ^ l * ((l + 1).factorial : ℝ) / (k ^ 2 + ζ ^ 2) ^ (l + 2) := by
  have hs : 0 < ζ / k := by positivity
  have hD : k ^ 2 + ζ ^ 2 ≠ 0 := by positivity
  have hM := laplace_deriv (regularBessel_regular (l + 1)).1 (regularBessel_regular l).2.1
    (fun x => (regularBessel_ladder l x).1) hs
  rw [(regularBessel_regular (l + 1)).2.2, laplace_regularBessel hs, sub_zero] at hM
  -- pass to the dimensionless variable `x = k r`
  have hsc := integral_comp_mul_left_Ioi
    (fun x => x * regularBessel l x * Real.exp (-(ζ / k) * x)) 0 hk
  rw [mul_zero, smul_eq_mul, hM] at hsc
  have hc : ∫ r in Ioi (0 : ℝ), k ^ (l + 2) *
        (r ^ (l + 2) * sphericalBessel l (k * r) * Real.exp (-ζ * r))
      = ∫ r in Ioi (0 : ℝ),
        (k * r) * regularBessel l (k * r) * Real.exp (-(ζ / k) * (k * r)) := by
    refine setIntegral_congr_fun measurableSet_Ioi fun r hr => ?_
    have hr0 : (0 : ℝ) < r := hr
    have e : -(ζ / k) * (k * r) = -ζ * r := by field_simp
    show k ^ (l + 2) * (r ^ (l + 2) * sphericalBessel l (k * r) * Real.exp (-ζ * r))
      = (k * r) * regularBessel l (k * r) * Real.exp (-(ζ / k) * (k * r))
    rw [e, ← pow_mul_sphericalBessel (mul_pos hk hr0).ne' l]
    ring
  have h := hc.trans hsc
  have e : 1 + (ζ / k) ^ 2 = (k ^ 2 + ζ ^ 2) / k ^ 2 := by field_simp
  rw [integral_const_mul, e, div_pow] at h
  apply mul_left_cancel₀ (pow_ne_zero (l + 2) hk.ne')
  rw [h]
  field_simp
  ring
```

The p case sets l = 1 and writes j_1 out, with 2! = 2.

```lean
/-- The transform of the p Slater orbital, with `j_1` written out. -/
theorem slater_transform_p {k ζ : ℝ} (hk : 0 < k) (hζ : 0 < ζ) :
    ∫ r in Ioi (0 : ℝ), r ^ 3 * (Real.sin (k * r) / (k * r) ^ 2 - Real.cos (k * r) / (k * r))
      * Real.exp (-ζ * r) = 8 * ζ * k / (k ^ 2 + ζ ^ 2) ^ 3 := by
  refine (slater_transform hk hζ 1).trans ?_
  have h : (((1 + 1 : ℕ).factorial : ℕ) : ℝ) = 2 := by norm_num [Nat.factorial]
  rw [h]
  ring

end

end SlaterBesselTransform
```

```lean
#print axioms SlaterBesselTransform.slater_transform
#print axioms SlaterBesselTransform.slater_transform_p
```

```
'SlaterBesselTransform.slater_transform' depends on axioms: [propext, Classical.choice, Quot.sound]
'SlaterBesselTransform.slater_transform_p' depends on axioms: [propext, Classical.choice, Quot.sound]
```

For a single Slater orbital with radial part r^l exp(−ζr) on one centre, the transform falls off as k^−(l+4) at large k, so its plane-wave expansion converges only algebraically with the cutoff. The theorems treat the radial integral alone; the angular factor and the phase of the three-dimensional Fourier transform are not included.
